# For t ≠ 0 and J > 0, the three-site term −J/2 lowers the lowest two-electron singlet level of a three-site t-J chain by between J/4 and J/2

Take two electrons in a singlet on three sites in a row, and switch the hopping off. The singlets on the bonds (1,2) and (2,3) both have energy \(-J\). An entry \(-J/2\) between them gives

\[
\begin{pmatrix}-J&-J/2\\-J/2&-J\end{pmatrix},
\]

whose lowest energy is \(-3J/2\), in the symmetric superposition. The level has dropped by exactly \(J/2\). Hopping \(t\neq0\) mixes in the singlet on the end sites (1,3), on which the new entry does not act, so the gain shrinks. It never falls to \(J/4\).

The t-J model is often written without this three-site term. In this two-electron, three-site model, the omission shifts the lowest singlet energy by an amount of the same order as the exchange that is kept.

## Three singlets and their energies

The basis states are the singlets on (1,2), (1,3) and (2,3), with amplitudes \(v_0,v_1,v_2\). The parameter \(t\) is the hopping, and \(J\) is the exchange, in the convention where a neighbouring singlet has energy \(-J\) and a separated one has energy zero.

In Lean 4 with Mathlib:

```lean
import Mathlib

open Matrix Filter Topology

namespace ThreeSiteTJChain

noncomputable section

/-- The t-J Hamiltonian of two electrons on a three-site chain, without three-site term, in the
basis of singlets on the sites (1,2), (1,3), (2,3). -/
def tJ (t J : ℝ) : Matrix (Fin 3) (Fin 3) ℝ :=
  !![-J, -t, 0; -t, 0, -t; 0, -t, -J]
```

The three-site term moves a singlet from one bond to the other. Its strength \(g\) is kept general at first; the physical value is \(g=J/2\).

```lean
/-- The three-site term: a singlet hops between the bonds (1,2) and (2,3) with amplitude `-g`. -/
def threeSite (g : ℝ) : Matrix (Fin 3) (Fin 3) ℝ :=
  !![0, 0, -g; 0, 0, 0; -g, 0, 0]
```

A doubly occupied site connects to each adjacent bond singlet with amplitude \(-\sqrt2\,t\), where \(\sqrt2\) comes from the normalisation of the singlet.

```lean
/-- Hubbard hopping from the doubly occupied sites 1, 2, 3 (columns) to the singlets on
(1,2), (1,3), (2,3) (rows). -/
def doublonHop (t : ℝ) : Matrix (Fin 3) (Fin 3) ℝ :=
  (-(√2 * t)) • !![1, 1, 0; 0, 0, 0; 0, 1, 1]
```

An energy level is a real number with a nonzero real eigenvector. The matrices are real and symmetric, so this describes the whole spectrum.

```lean
/-- The set of energy eigenvalues of a real three-state Hamiltonian. -/
def levels (H : Matrix (Fin 3) (Fin 3) ℝ) : Set ℝ :=
  {E | ∃ v : Fin 3 → ℝ, v ≠ 0 ∧ H *ᵥ v = E • v}
```

The candidate for the lowest level is

\[
E(g)=\frac{-(J+g)-R_g}{2},\qquad R_g=\sqrt{(J+g)^2+8t^2}.
\]

```lean
/-- The lower root of the reflection-even quadratic `E² + (J + g) E - 2 t² = 0`. -/
def lowestEnergy (t J g : ℝ) : ℝ :=
  (-(J + g) - √((J + g) ^ 2 + 8 * t ^ 2)) / 2
```

## Doubly occupied sites cost U ≠ 0, and JU = 4t²

Here \(U\) is the Hubbard repulsion, the energy of a doubly occupied site. Write \(T\) for the matrix `doublonHop t`. Second-order elimination of the doubly occupied states adds \(-TT^{\mathsf T}/U\) to the hopping matrix, and

\[
-\frac{1}{U}TT^{\mathsf T}=-\frac{2t^2}{U}\begin{pmatrix}2&0&1\\0&0&0\\1&0&2\end{pmatrix}
=\begin{pmatrix}-J&0&-J/2\\0&0&0\\-J/2&0&-J\end{pmatrix}.
\]

The last step uses \(2t^2/U=J/2\). The off-diagonal entry arises because both bond singlets reach the same doubly occupied middle site. Exchange and three-site hopping thus appear at the same order.

```lean
/-- Second-order elimination of doubly occupied sites at energy `U ≠ 0`, with `J U = 4 t²`,
yields the t-J chain together with a three-site term of amplitude `-J/2`. -/
theorem threeSite_from_virtual_doublons (t J U : ℝ) (hU : U ≠ 0) (hJ : J * U = 4 * t ^ 2) :
    tJ t 0 - (1 / U) • (doublonHop t * (doublonHop t)ᵀ) = tJ t J + threeSite (J / 2) := by
  have hs : √2 * √2 = (2 : ℝ) := Real.mul_self_sqrt (by norm_num)
  have hp : -(√2 * t) * -(√2 * t) = J * U / 2 := by
    linear_combination t ^ 2 * hs - hJ / 2
  have hc : 1 / U * -(√2 * t) * -(√2 * t) = J / 2 := by
    calc 1 / U * -(√2 * t) * -(√2 * t) = 1 / U * (-(√2 * t) * -(√2 * t)) := by ring
      _ = J / 2 := by rw [hp]; field_simp
  -- overlaps of the singlets through shared doubly occupied sites
  have hN : (!![1, 1, 0; 0, 0, 0; 0, 1, 1] : Matrix (Fin 3) (Fin 3) ℝ) *
      (!![1, 1, 0; 0, 0, 0; 0, 1, 1] : Matrix (Fin 3) (Fin 3) ℝ)ᵀ =
      !![2, 0, 1; 0, 0, 0; 1, 0, 2] := by
    ext i j
    rw [Matrix.mul_apply, Fin.sum_univ_three]
    fin_cases i <;> fin_cases j <;> simp [Matrix.transpose_apply] <;> norm_num
  -- all virtual processes carry the common factor J/2
  rw [doublonHop, Matrix.transpose_smul, Matrix.smul_mul, Matrix.mul_smul, smul_smul,
    smul_smul, hc, hN]
  ext i j
  fin_cases i <;> fin_cases j <;>
    simp [tJ, threeSite]
```

In the proof, `hc` establishes the common factor \(J/2\), `hN` computes the overlap matrix, and the remaining entries are compared one by one. The hypothesis `hU` permits the division by \(U\). With \(U=0\), the relation \(JU=4t^2\) would force \(t=0\) and leave \(J\) undetermined.

The theorem is a matrix identity. The second-order formula and the matrix \(T\) are inputs, and the error of the expansion, which is small for \(U\gg|t|\), is not estimated.

## The sign g ≥ 0 puts the symmetric state lowest

Let \(t\neq0\). A positive \(g\) means that the three-site term favours the symmetric superposition of the bond singlets; at \(g=0\) the term is absent. The eigenvalue equations are

\[
\begin{aligned}
-Jv_0-tv_1-gv_2&=Ev_0,\\
-tv_0-tv_2&=Ev_1,\\
-gv_0-tv_1-Jv_2&=Ev_2.
\end{aligned}
\]

```lean
/-- The action of the chain Hamiltonian with three-site term on the three singlet amplitudes. -/
theorem hamiltonian_mulVec (t J g : ℝ) (v : Fin 3 → ℝ) :
    (tJ t J + threeSite g) *ᵥ v =
      ![-J * v 0 - t * v 1 - g * v 2, -t * v 0 - t * v 2, -g * v 0 - t * v 1 - J * v 2] := by
  ext i
  fin_cases i <;>
    simp [tJ, threeSite, Matrix.mulVec, dotProduct, Fin.sum_univ_three] <;> ring
```

Subtracting the third equation from the first gives \((g-J-E)(v_0-v_2)=0\), which leaves two cases.

- If \(v_0\neq v_2\), then \(E=g-J\). Since \(g\ge0\), we have \(J-3g\le J+g\le R_g\), which rearranges to \(E(g)\le g-J\).
- If \(v_0=v_2\), then \(v_0\neq0\): otherwise the first equation gives \(tv_1=0\), so \(v_1=0\) and the whole vector vanishes. Multiply the first equation by \(E\) and insert \(Ev_1=-2tv_0\). The result is \(E^2+(J+g)E-2t^2=0\), or \((2E+J+g)^2=R_g^2\), so \(E\ge E(g)\).

The value \(E(g)\) is attained. With \(E=E(g)\), the vector \((-E,2t,-E)\), divided by \(\sqrt{2E^2+4t^2}\), is a normalised eigenvector.

```lean
/-- For `t ≠ 0` and three-site amplitude `-g` with `g ≥ 0`, the smallest eigenvalue of the chain
is `(-(J + g) - √((J + g)² + 8 t²)) / 2`. -/
theorem isLeast_lowestEnergy (t J g : ℝ) (ht : t ≠ 0) (hg : 0 ≤ g) :
    IsLeast (levels (tJ t J + threeSite g)) (lowestEnergy t J g) := by
  have hs : √((J + g) ^ 2 + 8 * t ^ 2) ^ 2 = (J + g) ^ 2 + 8 * t ^ 2 :=
    Real.sq_sqrt (by positivity)
  constructor
  · -- the reflection-even eigenvector
    have hq : lowestEnergy t J g ^ 2 + (J + g) * lowestEnergy t J g - 2 * t ^ 2 = 0 := by
      unfold lowestEnergy
      linear_combination hs / 4
    generalize lowestEnergy t J g = E at hq ⊢
    refine ⟨![-E, 2 * t, -E], ?_, ?_⟩
    · intro h
      have h1 : 2 * t = 0 := congrFun h 1
      exact ht (by linarith)
    · rw [hamiltonian_mulVec]
      funext i
      fin_cases i
      · show -J * (-E) - t * (2 * t) - g * (-E) = E * (-E)
        linear_combination hq
      · show -t * (-E) - t * (-E) = E * (2 * t)
        ring
      · show -g * (-E) - t * (2 * t) - J * (-E) = E * (-E)
        linear_combination hq
  · rintro μ ⟨v, hv, hE⟩
    rw [hamiltonian_mulVec] at hE
    have h0 : -J * v 0 - t * v 1 - g * v 2 = μ * v 0 := congrFun hE 0
    have h1 : -t * v 0 - t * v 2 = μ * v 1 := congrFun hE 1
    have h2 : -g * v 0 - t * v 1 - J * v 2 = μ * v 2 := congrFun hE 2
    unfold lowestEnergy
    by_cases hd : v 0 = v 2
    · -- even sector: μ solves the quadratic equation
      have ha : v 0 ≠ 0 := by
        intro ha
        have hc : v 2 = 0 := by rw [← hd, ha]
        have hb : t * v 1 = 0 := by
          rw [ha, hc] at h0
          linarith
        have hb' : v 1 = 0 := (mul_eq_zero.mp hb).resolve_left ht
        apply hv
        funext i
        fin_cases i
        · exact ha
        · exact hb'
        · exact hc
      rw [← hd] at h0 h1
      have hm : (μ ^ 2 + (J + g) * μ - 2 * t ^ 2) * v 0 = 0 := by
        linear_combination (-μ) * h0 + t * h1
      have hq := (mul_eq_zero.mp hm).resolve_right ha
      have hb : |2 * μ + (J + g)| ≤ √((J + g) ^ 2 + 8 * t ^ 2) :=
        Real.abs_le_sqrt (by linarith [hq, show (2 * μ + (J + g)) ^ 2 =
          4 * (μ ^ 2 + (J + g) * μ - 2 * t ^ 2) + (J + g) ^ 2 + 8 * t ^ 2 by ring])
      linarith [(abs_le.mp hb).1]
    · -- odd sector: the energy is g - J
      have hm : (g - J - μ) * (v 0 - v 2) = 0 := by
        linear_combination h0 - h2
      have hq := (mul_eq_zero.mp hm).resolve_right (sub_ne_zero.mpr hd)
      have hb : J + g ≤ √((J + g) ^ 2 + 8 * t ^ 2) :=
        Real.le_sqrt_of_sq_le (by nlinarith [sq_nonneg t])
      linarith
```

The first half of the proof checks this eigenvector without normalising it. The second half splits on `v 0 = v 2`, and `linear_combination` carries out the eliminations above.

For \(g<0\) the formula can fail. With \(g=-J/2\), \(J>0\) and \(t^2<3J^2/4\), the antisymmetric state at \(-3J/2\) is the lowest.

The condition \(t\neq0\) enters twice, to exclude \(v_0=0\) in the second case and to keep the explicit eigenvector nonzero. The formula itself also holds at \(t=0\).

## With g > 0 and J ≥ 0, the shift lies between g/2 and g

These conditions describe a three-site term that is present and an exchange that does not penalise neighbouring singlets. The lowering is

\[
E(0)-E(g)=\frac g2+\frac{R_g-R_0}{2}.
\]

Since \((J+g)^2>J^2\), we have \(R_g>R_0\), which gives the lower bound. For the upper bound,

\[
(R_0+g)^2-R_g^2=2g(R_0-J)>0,
\]

because \(t\neq0\) makes \(R_0>J\). Hence \(R_g<R_0+g\).

```lean
/-- For `t ≠ 0`, `J ≥ 0` and `g > 0`, a three-site amplitude `-g` lowers the energy
`lowestEnergy` by strictly between `g/2` and `g`. -/
theorem lowestEnergy_shift (t J g : ℝ) (ht : t ≠ 0) (hJ : 0 ≤ J) (hg : 0 < g) :
    g / 2 < lowestEnergy t J 0 - lowestEnergy t J g ∧
      lowestEnergy t J 0 - lowestEnergy t J g < g := by
  have ht2 : 0 < t ^ 2 := by positivity
  have hs : √((J + 0) ^ 2 + 8 * t ^ 2) ^ 2 = (J + 0) ^ 2 + 8 * t ^ 2 :=
    Real.sq_sqrt (by positivity)
  have h1 : √((J + 0) ^ 2 + 8 * t ^ 2) < √((J + g) ^ 2 + 8 * t ^ 2) :=
    Real.sqrt_lt_sqrt (by positivity) (by nlinarith [mul_nonneg hJ hg.le, pow_pos hg 2])
  have h2 : J < √((J + 0) ^ 2 + 8 * t ^ 2) :=
    Real.lt_sqrt_of_sq_lt (by nlinarith)
  have h3 : √((J + g) ^ 2 + 8 * t ^ 2) < √((J + 0) ^ 2 + 8 * t ^ 2) + g := by
    rw [Real.sqrt_lt' (by linarith)]
    nlinarith [mul_pos hg (sub_pos.mpr h2)]
  unfold lowestEnergy
  constructor <;> linarith
```

The three inequalities are `h1` (\(R_0<R_g\)), `h2` (\(J<R_0\)) and `h3` (\(R_g<R_0+g\)).

At \(g=0\) there is no shift, and both strict bounds fail. The sign of \(J\) matters only for the lower bound: at \(J=-g/2\) the two roots coincide and the shift is exactly \(g/2\), so what is needed there is \(J>-g/2\).

## Lowest levels, t ≠ 0 and J > 0

Now set \(g=J/2\). The hypotheses `h₀` and `h₁` say that \(E_0\) and \(E_1\) are the smallest eigenvalues without and with the three-site term. The proof uses them through uniqueness of a least element, which identifies them with \(E(0)\) and \(E(J/2)\); the previous bounds then give the result.

```lean
/-- For `t ≠ 0` and `J > 0`, adding the three-site entry `-J/2` to the t-J chain lowers its
smallest eigenvalue by strictly between `J/4` and `J/2`. -/
theorem threeSite_lowers_ground_energy (t J E₀ E₁ : ℝ) (ht : t ≠ 0) (hJ : 0 < J)
    (h₀ : IsLeast (levels (tJ t J)) E₀)
    (h₁ : IsLeast (levels (tJ t J + threeSite (J / 2))) E₁) :
    J / 4 < E₀ - E₁ ∧ E₀ - E₁ < J / 2 := by
  have hz : tJ t J + threeSite 0 = tJ t J := by
    ext i j
    fin_cases i <;> fin_cases j <;> simp [tJ, threeSite]
  have hl := isLeast_lowestEnergy t J 0 ht le_rfl
  rw [hz] at hl
  rw [h₀.unique hl, h₁.unique (isLeast_lowestEnergy t J (J / 2) ht (by linarith))]
  have h := lowestEnergy_shift t J (J / 2) ht hJ.le (by linarith)
  exact ⟨by linarith [h.1], h.2⟩
```

Each hypothesis has a definite role:

- **Lowest levels.** Being an eigenvalue is not enough. If \(E_0\) were replaced by the antisymmetric level \(-J\), the difference from the true \(E_1\) would exceed \(J/2\).
- **Mobile electrons, \(t\neq0\).** At \(t=0\) the shift equals \(J/2\), as in the opening example, so the strict upper bound fails.
- **Antiferromagnetic exchange, \(J>0\).** For \(J\le0\) no number \(x\) satisfies \(J/4<x<J/2\), so the conclusion fails.

The theorem treats \(t\) and \(J\) as independent and does not impose \(JU=4t^2\). It concerns the singlet sector of this one cluster and gives no bound for longer chains or other fillings.

## Both ends of the interval are approached at fixed J > 0

As \(t\to0\), continuity gives \(E(0)-E(J/2)\to-J+3J/2=J/2\).

```lean
/-- At fixed `J > 0` the lowering of `lowestEnergy` by the three-site amplitude `-J/2` tends to
`J/2` as the hopping tends to zero. -/
theorem shift_tendsto_small_hopping (J : ℝ) (hJ : 0 < J) :
    Tendsto (fun t => lowestEnergy t J 0 - lowestEnergy t J (J / 2)) (𝓝 0) (𝓝 (J / 2)) := by
  have hc : Continuous (fun t => lowestEnergy t J 0 - lowestEnergy t J (J / 2)) := by
    unfold lowestEnergy
    fun_prop
  refine hc.tendsto' 0 (J / 2) ?_
  have e0 : (J + 0) ^ 2 + 8 * (0 : ℝ) ^ 2 = J ^ 2 := by ring
  have e1 : (J + J / 2) ^ 2 + 8 * (0 : ℝ) ^ 2 = (3 * J / 2) ^ 2 := by ring
  unfold lowestEnergy
  rw [e0, e1, Real.sqrt_sq hJ.le, Real.sqrt_sq (by positivity)]
  ring
```

This limit needs the sign of \(J\): for \(J<0\) both energies tend to zero, and so does the shift. The proof uses the sign when it replaces \(\sqrt{J^2}\) by \(J\).

For large \(t\), rationalising the difference of roots gives

\[
E(0)-E(J/2)=\frac J4+\frac{5J^2}{8\,(R_{J/2}+R_0)}\longrightarrow\frac J4.
\]

The normalised lowest state then tends to \((1/2,1/\sqrt2,1/2)\), in which the three-site term has expectation value \(2\cdot\tfrac14\cdot(-J/2)=-J/4\).

```lean
/-- At fixed `J > 0` the lowering of `lowestEnergy` by the three-site amplitude `-J/2` tends to
`J/4` as the hopping tends to infinity. -/
theorem shift_tendsto_large_hopping (J : ℝ) (hJ : 0 < J) :
    Tendsto (fun t => lowestEnergy t J 0 - lowestEnergy t J (J / 2)) atTop (𝓝 (J / 4)) := by
  have hu : Tendsto (fun t : ℝ => J / 4 + J ^ 2 / t) atTop (𝓝 (J / 4 + 0)) :=
    tendsto_const_nhds.add (tendsto_const_nhds.div_atTop tendsto_id)
  rw [add_zero] at hu
  refine tendsto_of_tendsto_of_tendsto_of_le_of_le' tendsto_const_nhds hu ?_ ?_
  · filter_upwards [eventually_gt_atTop (0 : ℝ)] with t ht
    linarith [(lowestEnergy_shift t J (J / 2) ht.ne' hJ.le (by linarith)).1]
  · filter_upwards [eventually_gt_atTop (0 : ℝ)] with t ht
    have hlow := (lowestEnergy_shift t J (J / 2) ht.ne' hJ.le (by linarith)).1
    unfold lowestEnergy at hlow ⊢
    have s0 : √((J + 0) ^ 2 + 8 * t ^ 2) ^ 2 = (J + 0) ^ 2 + 8 * t ^ 2 :=
      Real.sq_sqrt (by positivity)
    have s1 : √((J + J / 2) ^ 2 + 8 * t ^ 2) ^ 2 = (J + J / 2) ^ 2 + 8 * t ^ 2 :=
      Real.sq_sqrt (by positivity)
    have b0 : t ≤ √((J + 0) ^ 2 + 8 * t ^ 2) :=
      Real.le_sqrt_of_sq_le (by nlinarith [sq_nonneg (J + 0), sq_nonneg t])
    have b1 : 0 ≤ √((J + J / 2) ^ 2 + 8 * t ^ 2) := Real.sqrt_nonneg _
    generalize √((J + 0) ^ 2 + 8 * t ^ 2) = r at *
    generalize √((J + J / 2) ^ 2 + 8 * t ^ 2) = q at *
    -- the difference of the roots is at most of order J²/t
    have hd : 0 ≤ q - r := by linarith
    have hm : (q - r) * t ≤ (q - r) * (q + r) :=
      mul_le_mul_of_nonneg_left (by linarith) hd
    have hb : (q - r) / 2 ≤ J ^ 2 / t := by
      rw [le_div_iff₀ ht]
      nlinarith [sq_nonneg J]
    linarith

end

end ThreeSiteTJChain
```

The proof squeezes the shift between \(J/4\) and \(J/4+J^2/t\). Here \(J>0\) serves to borrow the earlier lower bound; the displayed formula has the same limit for either sign of \(J\).

So neither constant multiple of \(J\) in the main theorem can be improved. When \(J=4t^2/U\) with \(U\gg|t|\), the hopping is much larger than \(J\) and the shift lies near the lower end. For \(U=10t\) and \(t>0\), so that \(J=0.4t\), the formula gives about \(0.29J\).

```lean
#print axioms ThreeSiteTJChain.threeSite_from_virtual_doublons
#print axioms ThreeSiteTJChain.threeSite_lowers_ground_energy
#print axioms ThreeSiteTJChain.shift_tendsto_small_hopping
#print axioms ThreeSiteTJChain.shift_tendsto_large_hopping
```

```
'ThreeSiteTJChain.threeSite_from_virtual_doublons' depends on axioms: [propext, Classical.choice, Quot.sound]
'ThreeSiteTJChain.threeSite_lowers_ground_energy' depends on axioms: [propext, Classical.choice, Quot.sound]
'ThreeSiteTJChain.shift_tendsto_small_hopping' depends on axioms: [propext, Classical.choice, Quot.sound]
'ThreeSiteTJChain.shift_tendsto_large_hopping' depends on axioms: [propext, Classical.choice, Quot.sound]
```
